# Jordan-Wigner operators on the occupation patterns of $M$ modes satisfy the canonical anticommutation relations

## Occupation patterns, signs and operators

There are $M$ fermionic modes, labelled $p = 0, 1, \dots, M-1$ and ordered by their labels. An occupation pattern is a subset $S$ of the modes, namely the occupied ones. A state here means any vector of complex amplitudes $f(S)$, one for each pattern, normalised or not and with the zero vector included, and the inner product is $\langle f | g \rangle = \sum_S \overline{f(S)}\, g(S)$, antilinear in the first argument. The space of states is written $\mathcal F_M$. The ket $|S\rangle$ has amplitude one on $S$ and zero on every other pattern, and $|\emptyset\rangle$ is the vacuum.

The Jordan-Wigner sign counts the occupied modes strictly below $p$:

$$\sigma_p(S) = (-1)^{\#\{q \in S \,:\, q < p\}} .$$

The annihilator is defined by its action on amplitudes,

$$(a_p f)(S) = \begin{cases} \sigma_p(S)\, f(S \cup \{p\}) & p \notin S, \\ 0 & p \in S, \end{cases}$$

and the creator $a_p^\dagger$ is defined as the adjoint of $a_p$, so its formula is a result and not a second definition. The anticommutator is $\{A, B\} = AB + BA$.

## The three anticommutators and the role of the vacuum

For every $M \ge 0$ the space $\mathcal F_M$ has dimension $2^M$, and for all modes $p, q$

$$\{a_p, a_q\} = 0, \qquad \{a_p^\dagger, a_q^\dagger\} = 0, \qquad \{a_p, a_q^\dagger\} = \delta_{pq}\, \mathbb 1 ,$$

where $\mathbb 1$ is the identity operator. Two further statements make this a Fock representation. A state is annihilated by every $a_p$ exactly when it is a multiple of $|\emptyset\rangle$. A subspace that contains $|\emptyset\rangle$ and is mapped into itself by every $a_p^\dagger$ is all of $\mathcal F_M$.

## Phases in determinant and exact-diagonalisation codes

A code that stores many-fermion basis states over finitely many orthonormal spin-orbitals as bit strings needs a phase each time it applies an operator such as $a_p^\dagger a_q$ to a basis state, and one consistent rule lets the annihilators and creators act one after the other, from right to left, and gives each the parity of the occupied bits below its mode in the string that it acts on. For mode $p$ and string $S$ that parity is $\sigma_p(S)$. With three modes, for instance, $a_0 |\{0,2\}\rangle = +|\{2\}\rangle$ and $a_2 |\{0,2\}\rangle = -|\{0\}\rangle$. Normal ordering a Hamiltonian, or using the antisymmetry of two-body terms to skip work, is algebra with the anticommutation relations, and it agrees with the matrix elements computed from bit strings when the phase rule realises those relations. The result confirms this for the rule above, provided that one fixed ordering of the modes is used for every operator and that the creator carries the sign that the adjoint gives it. For spin-orbitals the ordering includes the choice between interleaving the two spins and listing them in blocks.

## Counting signs

**Filling an empty mode.** Let $\epsilon_{qp} = -1$ if $q < p$ and $\epsilon_{qp} = +1$ otherwise. If $q \notin S$, adding $q$ raises the number of occupied modes below $p$ by one when $q < p$ and leaves it unchanged otherwise, so

$$\sigma_p(S \cup \{q\}) = \epsilon_{qp}\, \sigma_p(S).$$

Since $\epsilon_{pp} = 1$, the sign $\sigma_p$ does not depend on whether $p$ itself is occupied. For $p \ne q$ exactly one of $p < q$ and $q < p$ holds, which gives $\epsilon_{pq} + \epsilon_{qp} = 0$ and $\epsilon_{pq}\epsilon_{qp} = -1$. Also $\sigma_p(S)^2 = 1$.

**Action on kets and the adjoint.** The amplitude of $a_p |S\rangle$ on a pattern $T$ is nonzero only if $p \notin T$ and $T \cup \{p\} = S$, which requires $p \in S$ and $T = S \setminus \{p\}$. There it equals $\sigma_p(S \setminus \{p\}) = \sigma_p(S)$. Hence $a_p |S\rangle = \sigma_p(S)\, |S \setminus \{p\}\rangle$ for $p \in S$, and zero otherwise. Amplitudes are overlaps, $g(T) = \langle T | g \rangle$, so $(a_p^\dagger f)(S)$ is the inner product of the vector $a_p|S\rangle$ with $f$. The sign is real, and therefore

$$(a_p^\dagger f)(S) = \begin{cases} \sigma_p(S)\, f(S \setminus \{p\}) & p \in S, \\ 0 & p \notin S. \end{cases}$$

**Two annihilators.** Applying the definition twice, $(a_p a_q f)(S) = \sigma_p(S)\, \sigma_q(S \cup \{p\})\, f(S \cup \{p, q\})$ when $p \notin S$ and $q \notin S \cup \{p\}$, and zero otherwise. If $p \in S$, $q \in S$ or $p = q$, both orders vanish. In the remaining case both orders read the same amplitude:

$$(\{a_p, a_q\} f)(S) = (\epsilon_{pq} + \epsilon_{qp})\, \sigma_p(S)\, \sigma_q(S)\, f(S \cup \{p,q\}) = 0 .$$

**Two creators.** The adjoint reverses products, so $0 = (a_q a_p + a_p a_q)^\dagger = a_p^\dagger a_q^\dagger + a_q^\dagger a_p^\dagger$.

**Annihilator and creator of the same mode.** If $p \notin S$, then $(a_p^\dagger a_p f)(S) = 0$ and $(a_p a_p^\dagger f)(S) = \sigma_p(S)\, \sigma_p(S \cup \{p\})\, f(S) = f(S)$. If $p \in S$, then $(a_p a_p^\dagger f)(S) = 0$ and $(a_p^\dagger a_p f)(S) = \sigma_p(S)\, \sigma_p(S \setminus \{p\})\, f(S) = f(S)$. The sum is $f(S)$ in both cases.

**Annihilator and creator of different modes.** For $p \ne q$ both orders vanish unless $q \in S$ and $p \notin S$. Write $S = T \cup \{q\}$ with $p, q \notin T$. Then

$$(a_p a_q^\dagger f)(S) = \sigma_p(S)\, \sigma_q(S \cup \{p\})\, f(T \cup \{p\}) = \epsilon_{qp}\epsilon_{pq}\, \sigma_p(T)\, \sigma_q(T)\, f(T \cup \{p\}),$$

$$(a_q^\dagger a_p f)(S) = \sigma_q(S)\, \sigma_p(T)\, f(T \cup \{p\}) = \sigma_p(T)\, \sigma_q(T)\, f(T \cup \{p\}),$$

and the two cancel because $\epsilon_{qp}\epsilon_{pq} = -1$.

**Dimension.** There is one independent amplitude per pattern, and $M$ modes have $2^M$ subsets.

**States with nothing to remove.** Suppose $a_p f = 0$ for all $p$. For a nonempty $S$ pick $p \in S$. Then $0 = (a_p f)(S \setminus \{p\}) = \sigma_p(S \setminus \{p\})\, f(S)$, and multiplying by the sign gives $f(S) = 0$. So $f = f(\emptyset)\, |\emptyset\rangle$. Conversely $a_p |\emptyset\rangle = 0$, because no mode is occupied in the vacuum.

**Building every state from the vacuum.** For $p \notin S$ the amplitude of $a_p^\dagger |S\rangle$ is nonzero only on $S \cup \{p\}$, where it is $\sigma_p(S)$, so $|S \cup \{p\}\rangle = \sigma_p(S)\, a_p^\dagger |S\rangle$. A subspace $W$ that contains the vacuum and is stable under the creators therefore contains every ket, by induction on the number of occupied modes, and $f = \sum_S f(S)\, |S\rangle$ puts every state in $W$.

## The Lean file

```lean
import Mathlib

open Finset

namespace JordanWignerFock

noncomputable section

variable {M : ℕ}

/-- Fock space of `M` modes: complex amplitudes on the occupation patterns `S ⊆ Fin M`,
with the standard inner product. -/
abbrev Fock (M : ℕ) := EuclideanSpace ℂ (Finset (Fin M))

/-- Jordan-Wigner sign: `-1` to the number of occupied modes of `S` below mode `p`. -/
def jwSign (p : Fin M) (S : Finset (Fin M)) : ℂ := (-1) ^ (S.filter (fun q => q < p)).card

/-- Occupation-number state `|S⟩`: amplitude one on the pattern `S`, zero elsewhere. -/
def ket (S : Finset (Fin M)) : Fock M := WithLp.toLp 2 fun T => if T = S then 1 else 0

/-- Annihilation operator: `(a_p f)(S) = σ_p(S) f(S ∪ {p})` if `p ∉ S`, and `0` otherwise. -/
def annihilate (p : Fin M) : Module.End ℂ (Fock M) where
  toFun f := WithLp.toLp 2 fun S => if p ∉ S then jwSign p S * f (insert p S) else 0
  map_add' f g := by
    ext S
    by_cases h : p ∈ S <;> simp [h, mul_add]
  map_smul' c f := by
    ext S
    by_cases h : p ∈ S <;> simp [h, mul_left_comm]

/-- Creation operator `a_p†`: the Hilbert-space adjoint of `a_p`. -/
def create (p : Fin M) : Module.End ℂ (Fock M) := LinearMap.adjoint (annihilate p)

/-- Filling an empty mode `q` flips the sign of mode `p` if `q < p` and keeps it otherwise. -/
theorem jwSign_insert (p : Fin M) {q : Fin M} {S : Finset (Fin M)} (hq : q ∉ S) :
    jwSign p (insert q S) = (if q < p then -1 else 1) * jwSign p S := by
  unfold jwSign
  rw [filter_insert]
  split_ifs with h
  · rw [card_insert_of_notMem (fun hm => hq (mem_filter.mp hm).1), pow_succ]
    ring
  · ring

/-- The Jordan-Wigner sign squares to one. -/
theorem jwSign_mul_self (p : Fin M) (S : Finset (Fin M)) : jwSign p S * jwSign p S = 1 := by
  rw [jwSign, ← mul_pow]
  norm_num

/-- The amplitude of `a_p f` on the pattern `S`. -/
theorem annihilate_apply (p : Fin M) (f : Fock M) (S : Finset (Fin M)) :
    annihilate p f S = if p ∉ S then jwSign p S * f (insert p S) else 0 := rfl

/-- `a_p |S⟩ = σ_p(S) |S ∖ {p}⟩` if mode `p` is occupied in `S`, and zero otherwise. -/
theorem annihilate_ket (p : Fin M) (S : Finset (Fin M)) :
    annihilate p (ket S) = if p ∈ S then jwSign p S • ket (S.erase p) else 0 := by
  split_ifs with hp
  · ext T
    rw [annihilate_apply]
    by_cases hT : T = S.erase p
    · subst hT
      have hs := jwSign_insert p (notMem_erase p S)
      rw [insert_erase hp] at hs
      simp [ket, insert_erase hp, hs]
    · by_cases hpT : p ∈ T
      · simp [ket, hT, hpT]
      · have hne : insert p T ≠ S := fun e => hT (by rw [← e, erase_insert hpT])
        simp [ket, hT, hne]
  · ext T
    rw [annihilate_apply]
    have hne : insert p T ≠ S := fun e => hp (e ▸ mem_insert_self p T)
    simp [ket, hne]

/-- The adjoint acts as `(a_p† f)(S) = σ_p(S) f(S ∖ {p})` if `p ∈ S`, and `0` otherwise. -/
theorem create_apply (p : Fin M) (f : Fock M) (S : Finset (Fin M)) :
    create p f S = if p ∈ S then jwSign p S * f (S.erase p) else 0 := by
  -- amplitudes are overlaps with kets
  have hk : ∀ (T : Finset (Fin M)) (g : Fock M), inner ℂ (ket T) g = g T := by
    intro T g
    rw [PiLp.inner_apply, sum_eq_single T]
    · simp [ket]
    · intro b _ hb
      simp [ket, hb]
    · simp
  rw [← hk S (create p f), create, LinearMap.adjoint_inner_right, annihilate_ket]
  split_ifs with hp
  · rw [inner_smul_left, hk]
    simp [jwSign]
  · simp

/-- Annihilation operators anticommute: `a_p a_q + a_q a_p = 0`. -/
theorem annihilate_anticomm (p q : Fin M) :
    annihilate p * annihilate q + annihilate q * annihilate p = 0 := by
  refine LinearMap.ext fun f => ?_
  ext S
  simp only [LinearMap.add_apply, Module.End.mul_apply, PiLp.add_apply, annihilate_apply,
    LinearMap.zero_apply, PiLp.zero_apply]
  by_cases hp : p ∈ S
  · simp [hp]
  by_cases hq : q ∈ S
  · simp [hq]
  by_cases h : p = q
  · simp [h]
  have h1 : q ∉ insert p S := by simp [hq, Ne.symm h]
  have h2 : p ∉ insert q S := by simp [hp, h]
  rw [if_pos hp, if_pos hq, if_pos h1, if_pos h2, jwSign_insert q hp, jwSign_insert p hq,
    insert_comm p q]
  -- exactly one of the two orders picks up a minus sign
  rcases lt_or_gt_of_ne h with hlt | hlt
  all_goals
    rw [if_pos hlt, if_neg (lt_asymm hlt)]
    ring

/-- Mixed relation: `a_p a_q† + a_q† a_p = δ_pq`. -/
theorem annihilate_create_anticomm (p q : Fin M) :
    annihilate p * create q + create q * annihilate p = if p = q then 1 else 0 := by
  refine LinearMap.ext fun f => ?_
  ext S
  simp only [LinearMap.add_apply, Module.End.mul_apply, PiLp.add_apply, annihilate_apply,
    create_apply]
  have split : ∀ r ∈ S, ∃ T, r ∉ T ∧ S = insert r T :=
    fun r hr => ⟨S.erase r, notMem_erase r S, (insert_erase hr).symm⟩
  by_cases h : p = q
  · -- same mode: one term survives and the sign enters squared
    subst h
    by_cases hp : p ∈ S
    · obtain ⟨T, hT, rfl⟩ := split p hp
      simp [hT, erase_insert hT, jwSign_insert p hT, ← mul_assoc, jwSign_mul_self]
    · simp [hp, erase_insert hp, jwSign_insert p hp, ← mul_assoc, jwSign_mul_self]
  rw [if_neg h, LinearMap.zero_apply, PiLp.zero_apply]
  by_cases hq : q ∈ S
  · obtain ⟨T, hT, rfl⟩ := split q hq
    by_cases hp : p ∈ T
    · simp [hp, erase_insert hT]
    have h1 : p ∉ insert q T := by simp [hp, h]
    have h2 : q ∈ insert p (insert q T) := by simp
    have h4 : q ∉ insert p T := by simp [hT, Ne.symm h]
    have h3 : (insert p (insert q T)).erase q = insert p T := by
      rw [insert_comm, erase_insert h4]
    rw [if_pos h1, if_pos h2, if_pos (mem_insert_self q T), h3, erase_insert hT, if_pos hp,
      jwSign_insert q h1, jwSign_insert p hT, jwSign_insert q hT, if_neg (lt_irrefl q)]
    -- different modes: the two terms carry opposite signs
    rcases lt_or_gt_of_ne h with hlt | hlt
    all_goals
      rw [if_pos hlt, if_neg (lt_asymm hlt)]
      ring
  · simp [hq, Ne.symm h]

/-- The space has dimension `2 ^ M`, and the operators `a_p` with their adjoints `a_p†`
satisfy the canonical anticommutation relations on it. -/
theorem jordanWigner_car (M : ℕ) :
    Module.finrank ℂ (Fock M) = 2 ^ M ∧ ∀ p q : Fin M,
      annihilate p * annihilate q + annihilate q * annihilate p = 0 ∧
      create p * create q + create q * create p = 0 ∧
      annihilate p * create q + create q * annihilate p = if p = q then 1 else 0 := by
  refine ⟨?_, fun p q => ⟨annihilate_anticomm p q, ?_, annihilate_create_anticomm p q⟩⟩
  · rw [finrank_euclideanSpace, Fintype.card_finset, Fintype.card_fin]
  · -- take the adjoint of the relation for annihilators
    have h := congrArg star (annihilate_anticomm q p)
    rw [star_add, star_mul, star_mul, star_zero] at h
    exact h

/-- A state is killed by every `a_p` exactly when it is a multiple of the vacuum `|∅⟩`. -/
theorem annihilated_iff_vacuum (f : Fock M) :
    (∀ p, annihilate p f = 0) ↔ ∃ c : ℂ, f = c • ket ∅ := by
  constructor
  · intro h
    refine ⟨f ∅, ?_⟩
    ext S
    rcases S.eq_empty_or_nonempty with rfl | hS
    · simp [ket]
    · obtain ⟨p, hp⟩ := id hS
      have h0 : annihilate p f (S.erase p) = 0 := by rw [h p, PiLp.zero_apply]
      rw [annihilate_apply, if_pos (notMem_erase p S), insert_erase hp] at h0
      have hf : f S = 0 := by
        linear_combination jwSign p (S.erase p) * h0 - f S * jwSign_mul_self p (S.erase p)
      simp [ket, hf, hS.ne_empty]
  · rintro ⟨c, rfl⟩ p
    rw [map_smul, annihilate_ket]
    simp

/-- The vacuum is cyclic: a subspace that contains `|∅⟩` and is stable under every `a_p†`
is the whole space. -/
theorem vacuum_cyclic (W : Submodule ℂ (Fock M)) (h0 : ket ∅ ∈ W)
    (hW : ∀ p, ∀ f ∈ W, create p f ∈ W) : W = ⊤ := by
  have hket : ∀ S, ket S ∈ W := by
    intro S
    induction S using Finset.induction_on with
    | empty => exact h0
    | insert p S hp ih =>
      -- `|S ∪ {p}⟩ = σ_p(S) a_p† |S⟩`
      have hc : ket (insert p S) = jwSign p S • create p (ket S) := by
        ext T
        rw [PiLp.smul_apply, create_apply]
        by_cases hT : T = insert p S
        · subst hT
          simp [ket, erase_insert hp, jwSign_insert p hp, jwSign_mul_self]
        · by_cases hpT : p ∈ T
          · have hne : T.erase p ≠ S := fun e => hT (by rw [← e, insert_erase hpT])
            simp [ket, hT, hne]
          · simp [ket, hT, hpT]
      rw [hc]
      exact W.smul_mem _ (hW p _ ih)
  refine Submodule.eq_top_iff'.mpr fun f => ?_
  have hf : f = ∑ S, f S • ket S := by
    ext T
    simp [ket, Finset.sum_apply]
  rw [hf]
  exact W.sum_mem fun S _ => W.smul_mem _ (hket S)

end

end JordanWignerFock
```

```lean
#print axioms JordanWignerFock.jordanWigner_car
#print axioms JordanWignerFock.annihilated_iff_vacuum
#print axioms JordanWignerFock.vacuum_cyclic
```

```
'JordanWignerFock.jordanWigner_car' depends on axioms: [propext, Classical.choice, Quot.sound]
'JordanWignerFock.annihilated_iff_vacuum' depends on axioms: [propext, Classical.choice, Quot.sound]
'JordanWignerFock.vacuum_cyclic' depends on axioms: [propext, Classical.choice, Quot.sound]
```

## Lean objects and their physical reading

`Fin M` is the set of labels $0, \dots, M-1$ with its usual order, and `Finset (Fin M)` is the set of patterns. `Fock M` is $\mathcal F_M$, where `EuclideanSpace` supplies the inner product above, antilinear in the first slot as in Dirac notation. `WithLp.toLp 2` turns a function on patterns into a vector of this space. The set operations `insert p S` and `S.erase p` are $S \cup \{p\}$ and $S \setminus \{p\}$. `jwSign p S`, `ket S`, `annihilate p` and `create p` are $\sigma_p(S)$, $|S\rangle$, $a_p$ and $a_p^\dagger$, the last being `LinearMap.adjoint (annihilate p)`. In `Module.End ℂ (Fock M)` the product `*` is composition with the right factor acting first, `1` is the identity, and `if p = q then 1 else 0` is $\delta_{pq} \mathbb 1$.

`jordanWigner_car` has no hypothesis: for every natural number `M` the complex dimension `Module.finrank ℂ (Fock M)` is `2 ^ M`, and the three relations hold as equalities of operators for all `p` and `q`. `annihilated_iff_vacuum` is an equivalence in which the coefficient `c` may be zero, so the zero vector is included. In `vacuum_cyclic` the hypotheses `h0` and `hW` say that `W` contains the vacuum and is stable under each creator, and `W = ⊤` says that `W` is the whole space. At $M = 0$ the space is one-dimensional and spanned by the vacuum, and the relations are empty. At $M = 1$ all signs are $+1$, and the sign first matters at $M = 2$.

## How the tactics follow the sign count

`jwSign_insert` is the rule for filling an empty mode, with `if q < p then -1 else 1` as $\epsilon_{qp}$. `filter_insert` splits on whether $q$ joins the counted set, and `card_insert_of_notMem` raises the count by one. `jwSign_mul_self` is $\sigma^2 = 1$, and `annihilate_apply` restates the definition for rewriting.

`annihilate_ket` compares amplitudes on a pattern `T`, separating `T = S.erase p` from the patterns where both sides vanish. In `create_apply` the step `hk` is $\langle T | g \rangle = g(T)$, `LinearMap.adjoint_inner_right` moves the operator onto the ket, and `inner_smul_left` produces the conjugated sign, which simplifies because it is a power of $-1$.

`annihilate_anticomm` evaluates both products on a pattern, disposes of the three vanishing cases, uses `insert_comm` to identify the two target sets, and ends with `lt_or_gt_of_ne`, which splits into $p < q$ and $q < p$ so that `ring` closes the cancellation. `annihilate_create_anticomm` uses `split` to write a pattern containing a mode as `insert r T`. For different modes, `h3` is the set identity $(S \cup \{p\}) \setminus \{q\} = T \cup \{p\}$, and `if_neg (lt_irrefl q)` is $\epsilon_{qq} = 1$. In `jordanWigner_car` the dimension is the number of subsets, and the creator relation comes from applying `star`, which is the adjoint on these operators, to `annihilate_anticomm q p`.

In `annihilated_iff_vacuum` the call to `linear_combination` multiplies `h0` by the sign and uses $\sigma^2 = 1$ to isolate `f S`. `vacuum_cyclic` inducts with `Finset.induction_on`, which adds an arbitrary empty mode, and `hc` is the formula for $|S \cup \{p\}\rangle$. The expansion `hf` completes the argument.

## What carries over to a code, and what remains its own responsibility

The theorems establish, in exact complex arithmetic and for every finite $M$, that this sign rule gives operators with the canonical anticommutators, that the creator formula with the same sign is the true adjoint, and that the vacuum is both unique up to a factor and cyclic.

They concern sets and functions on sets. The map from patterns to machine words, the bit mask, the parity count and the index of a determinant in an array belong to the implementation and need their own checks, for which the operator identities at small $M$ are direct targets. The orthonormality of the modes is built into the inner product. For non-orthogonal orbitals the mixed anticommutator is an overlap matrix element, a case the file does not treat. No Hamiltonian, particle-number sector, truncated determinant space or infinite set of modes appears, and a space of fixed particle number is not mapped into itself by a single $a_p$ or $a_p^\dagger$ in general.

The name Jordan-Wigner usually refers to the mapping between fermions and spins or qubits. The file contains no tensor product of two-level systems and no Pauli matrices, and it works throughout with the sign that the string produces. It also makes no statement comparing this representation with others, such as uniqueness up to unitary equivalence, and irreducibility is not among its statements. The following dictionary is the standard reading, offered for orientation without a theorem in the file behind it. With an occupied mode as qubit state $|1\rangle$ and $Z_r$ the Pauli operator with eigenvalue $-1$ on it, one would write $a_p = Z_0 \cdots Z_{p-1}\, |0\rangle\langle 1|_p$, and $|S\rangle$ would be the product of creators in ascending order from left to right acting on the vacuum. A code that counts occupied modes above $p$ would correspond to the relabelling $p \mapsto M-1-p$.
